# A finite Hylleraas expansion with net attraction attains its minimum energy over scale and coefficients and satisfies the virial theorem there

The minimum is modelled here as a property of a pair (k, c), a length scale k and a vector c of linear coefficients: no other admissible pair gives a lower energy. That such a pair exists then has to be proved. The basis functions enter only through three real matrices, so no integrals over electron coordinates appear.

## Two electrons and one common scale

Take a two-electron atom with a fixed nucleus of charge Z, in atomic units, and a trial function

ψ(r₁, r₂) = Σᵢ cᵢ φᵢ(k r₁, k r₂)

with finitely many real basis functions φᵢ, which may depend on the interelectronic distance. For a singlet state all of them are symmetric under exchange of the two electrons' positions, for a triplet state all are antisymmetric. At k = 1 let M be the kinetic matrix, −L the matrix of the whole Coulomb energy (nuclear attraction and electron repulsion) and N the overlap matrix. Write

T = c·Mc,  V = c·Lc,  S = c·Nc.

Scaling the coordinates multiplies the kinetic energy by k² and the Coulomb energy by k, while the change in normalisation cancels. Hence

E(k, c) = (k²T − kV)/S.

V is minus the unnormalised Coulomb energy at unit scale, so V > 0 means that attraction outweighs repulsion.

## What is assumed and what follows

In `hylleraas_variational` the basis is labelled by a finite type `n`, `quad A c` is c·Ac, and `energy` and `kinetic` are E(k, c) and k²T/S. `IsMinimiser M L N k c` says that k > 0, c ≠ 0 and E(k, c) ≤ E(k′, c′) for all k′ > 0 and c′ ≠ 0.

The hypotheses are that M, L and N are symmetric, that M and N have positive forms on nonzero vectors (`PosForm`), and that some c has V > 0. Positivity of N expresses linear independence of the basis; positivity of M says that every nonzero trial function has kinetic energy. The last hypothesis supplies a trial function with net attraction.

The conclusion is that a minimiser exists, and that every minimiser, with E its energy, satisfies

(k²M − kL)c = E Nc,
k = V/(2T),
k²T/S = −E.

The scaling law is built into the definition of `energy`; it is not derived from a Hamiltonian. The theorem also makes no comparison with the exact ground-state energy. For a finite expansion with a single common scale, it makes the ratio of kinetic to total energy a necessary check: a ratio other than −1 shows that (k, c) is not a minimiser. The ratio −1 alone does not show that it is one, since any c with V > 0 has that ratio at k = V/(2T).

## The minimum by completing the square

For fixed c ≠ 0,

E(k, c) = (T/S)(k − V/(2T))² − V²/(4TS).

**Existence.** E does not change when c is multiplied by a nonzero number, so c may be taken on a unit sphere, which is compact. There the continuous function

F(c) = V|V|/(TS)

has a maximum, at c\* say. Since F is positive at the normalised attractive vector, F(c\*) > 0, and so V > 0 at c\*. With k\* = V/(2T) evaluated at c\*, the energy is −F(c\*)/4. Any other unit vector u with V ≤ 0 has E ≥ 0; one with V > 0 has E ≥ −F(u)/4 ≥ −F(c\*)/4. So (k\*, c\*) is a minimiser.

**Scale.** Let (k, c) be any minimiser. If V ≤ 0, then

E(k, c) − E(k/2, c) = (3k²T/4 − kV/2)/S > 0,

which is impossible. So V > 0, and k₀ = V/(2T) is an admissible scale. Minimality gives

(T/S)(k − k₀)² = E(k, c) − E(k₀, c) ≤ 0,

hence k = k₀.

**Virial theorem.** Now V = 2kT, so

E = (k²T − 2k²T)/S = −k²T/S.

**Secular equation.** Put A = k²M − kL − EN, with k and E fixed at the minimiser. For x ≠ 0,

x·Ax = (x·Nx)(E(k, x) − E) ≥ 0,

with equality at x = c. Let r = Ac and q = r·Ar ≥ 0. By symmetry of A, for every real s,

0 ≤ (c − sr)·A(c − sr) = −2s r·r + s²q.

Choose s = r·r/(q + 1). The right side becomes −s²(q + 2), so s = 0, r·r = 0 and Ac = 0.

## The Lean file

```lean
import Mathlib

open Matrix

namespace HylleraasScaling

noncomputable section

variable {n : Type*} [Fintype n]

/-- The quadratic form `c · A c` of a matrix in the linear coefficients `c`. -/
def quad (A : Matrix n n ℝ) (c : n → ℝ) : ℝ := c ⬝ᵥ A *ᵥ c

/-- The quadratic form of `A` is positive on every nonzero coefficient vector. -/
def PosForm (A : Matrix n n ℝ) : Prop := ∀ c, c ≠ 0 → 0 < quad A c

/-- Kinetic energy of the trial function with scale `k` and coefficients `c`. -/
def kinetic (M N : Matrix n n ℝ) (k : ℝ) (c : n → ℝ) : ℝ :=
  k ^ 2 * quad M c / quad N c

/-- Energy of the scaled trial function: `M` is the kinetic matrix, `-L` the Coulomb matrix
and `N` the overlap matrix, all at unit scale. -/
def energy (M L N : Matrix n n ℝ) (k : ℝ) (c : n → ℝ) : ℝ :=
  (k ^ 2 * quad M c - k * quad L c) / quad N c

/-- The pair `(k, c)` minimises the energy over all positive scales and nonzero coefficients. -/
def IsMinimiser (M L N : Matrix n n ℝ) (k : ℝ) (c : n → ℝ) : Prop :=
  0 < k ∧ c ≠ 0 ∧ ∀ k' c', 0 < k' → c' ≠ 0 → energy M L N k c ≤ energy M L N k' c'

/-- Rescaling the coefficients by `t` multiplies the quadratic form by `t²`. -/
lemma quad_smul (A : Matrix n n ℝ) (t : ℝ) (c : n → ℝ) :
    quad A (t • c) = t ^ 2 * quad A c := by
  simp only [quad, Matrix.mulVec_smul, smul_dotProduct, dotProduct_smul, smul_eq_mul]
  ring

/-- The quadratic form depends continuously on the coefficients. -/
lemma continuous_quad (A : Matrix n n ℝ) : Continuous (fun c => quad A c) := by
  simp only [quad, Matrix.mulVec, dotProduct]
  fun_prop

/-- The energy does not depend on the normalisation of the trial function. -/
theorem energy_smul (M L N : Matrix n n ℝ) (k : ℝ) {t : ℝ} (ht : t ≠ 0) (c : n → ℝ) :
    energy M L N k (t • c) = energy M L N k c := by
  unfold energy
  rw [quad_smul, quad_smul, quad_smul]
  have h : k ^ 2 * (t ^ 2 * quad M c) - k * (t ^ 2 * quad L c)
      = t ^ 2 * (k ^ 2 * quad M c - k * quad L c) := by ring
  rw [h, mul_div_mul_left _ _ (pow_ne_zero 2 ht)]

/-- For fixed coefficients the energy is a parabola in the scale `k`, with its vertex at
`c·Lc / (2 c·Mc)`. -/
theorem energy_parabola {M L N : Matrix n n ℝ} (hM : PosForm M) (hN : PosForm N)
    (k : ℝ) {c : n → ℝ} (hc : c ≠ 0) :
    energy M L N k c = quad M c / quad N c * (k - quad L c / (2 * quad M c)) ^ 2
      - quad L c ^ 2 / (4 * (quad M c * quad N c)) := by
  have hT := (hM c hc).ne'
  have hS := (hN c hc).ne'
  unfold energy
  field_simp
  ring

/-- If some trial function has `c·Lc > 0`, the energy attains its minimum. -/
theorem exists_minimiser {M L N : Matrix n n ℝ} (hM : PosForm M) (hN : PosForm N)
    (hL : ∃ c, 0 < quad L c) : ∃ k c, IsMinimiser M L N k c := by
  obtain ⟨c₀, hc₀⟩ := hL
  have hne : c₀ ≠ 0 := by
    rintro rfl
    simp [quad] at hc₀
  have hunit : ∀ c : n → ℝ, c ≠ 0 → ‖c‖⁻¹ • c ∈ Metric.sphere (0 : n → ℝ) 1 := by
    intro c hc
    rw [mem_sphere_zero_iff_norm, norm_smul, norm_inv, norm_norm,
      inv_mul_cancel₀ (norm_ne_zero_iff.mpr hc)]
  have hsph : ∀ u ∈ Metric.sphere (0 : n → ℝ) 1, u ≠ 0 := by
    rintro u hu rfl
    simp at hu
  -- a signed measure of binding is continuous on the compact unit sphere
  have hcont : ContinuousOn (fun c => quad L c * |quad L c| / (quad M c * quad N c))
      (Metric.sphere (0 : n → ℝ) 1) :=
    ContinuousOn.div ((continuous_quad L).mul (continuous_quad L).abs).continuousOn
      ((continuous_quad M).mul (continuous_quad N)).continuousOn
      (fun u hu => (mul_pos (hM u (hsph u hu)) (hN u (hsph u hu))).ne')
  obtain ⟨c, hc, hmax⟩ :=
    (isCompact_sphere (0 : n → ℝ) 1).exists_isMaxOn ⟨_, hunit c₀ hne⟩ hcont
  have key : ∀ u ∈ Metric.sphere (0 : n → ℝ) 1,
      quad L u * |quad L u| / (quad M u * quad N u)
        ≤ quad L c * |quad L c| / (quad M c * quad N c) := fun u hu => hmax hu
  have hT := hM c (hsph c hc)
  have hS := hN c (hsph c hc)
  have hV : 0 < quad L c := by
    by_contra h
    have h0 := hunit c₀ hne
    have h1 : 0 < quad L (‖c₀‖⁻¹ • c₀) := by
      rw [quad_smul]
      exact mul_pos (pow_pos (inv_pos.mpr (norm_pos_iff.mpr hne)) 2) hc₀
    have h2 := div_pos (mul_pos h1 (abs_pos.mpr h1.ne'))
      (mul_pos (hM _ (hsph _ h0)) (hN _ (hsph _ h0)))
    have h3 := div_nonpos_of_nonpos_of_nonneg
      (mul_nonpos_of_nonpos_of_nonneg (not_lt.mp h) (abs_nonneg (quad L c)))
      (mul_pos hT hS).le
    linarith [key _ h0]
  refine ⟨quad L c / (2 * quad M c), c, by positivity, hsph c hc, ?_⟩
  intro k' d hk' hd
  rw [← energy_smul M L N k' (inv_ne_zero (norm_ne_zero_iff.mpr hd)) d]
  have hu := hunit d hd
  generalize ‖d‖⁻¹ • d = u at hu ⊢
  have hTu := hM u (hsph u hu)
  have hSu := hN u (hsph u hu)
  have r : ∀ v w : ℝ, v ^ 2 / (4 * w) = v * v / w / 4 := by
    intro v w
    ring
  have e1 : energy M L N (quad L c / (2 * quad M c)) c
      = -(quad L c ^ 2 / (4 * (quad M c * quad N c))) := by
    rw [energy_parabola hM hN _ (hsph c hc)]
    ring
  rcases le_or_gt (quad L u) 0 with hneg | hpos
  · -- without net attraction the energy is nonnegative
    have h1 : 0 ≤ energy M L N k' u := by
      refine div_nonneg ?_ hSu.le
      nlinarith [mul_pos (pow_pos hk' 2) hTu, mul_nonneg hk'.le (neg_nonneg.mpr hneg)]
    have h2 : 0 ≤ quad L c ^ 2 / (4 * (quad M c * quad N c)) := by positivity
    linarith
  · have h1 := key u hu
    rw [abs_of_pos hpos, abs_of_pos hV] at h1
    have h2 : 0 ≤ quad M u / quad N u * (k' - quad L u / (2 * quad M u)) ^ 2 := by
      positivity
    rw [e1, energy_parabola hM hN k' (hsph u hu), r, r]
    linarith

/-- At a minimiser the scale is `k = c·Lc / (2 c·Mc)`. -/
theorem optimal_scale {M L N : Matrix n n ℝ} (hM : PosForm M) (hN : PosForm N)
    {k : ℝ} {c : n → ℝ} (h : IsMinimiser M L N k c) :
    k = quad L c / (2 * quad M c) := by
  obtain ⟨hk, hc, hmin⟩ := h
  have hT := hM c hc
  have hS := hN c hc
  have num : ∀ k', 0 < k' →
      k ^ 2 * quad M c - k * quad L c ≤ k' ^ 2 * quad M c - k' * quad L c := by
    intro k' hk'
    have h1 := mul_le_mul_of_nonneg_right (hmin k' c hk' hc) hS.le
    unfold energy at h1
    rwa [div_mul_cancel₀ _ hS.ne', div_mul_cancel₀ _ hS.ne'] at h1
  -- halving the scale cannot lower the energy, so there is net attraction
  have hV : 0 < quad L c := by
    by_contra hV
    nlinarith [num (k / 2) (half_pos hk), mul_pos (pow_pos hk 2) hT,
      mul_nonneg hk.le (neg_nonneg.mpr (not_lt.mp hV))]
  obtain ⟨k₀, hk₀, hVk⟩ : ∃ k₀, 0 < k₀ ∧ quad L c = 2 * quad M c * k₀ :=
    ⟨quad L c / (2 * quad M c), by positivity, by field_simp⟩
  have h1 := num k₀ hk₀
  rw [hVk] at h1
  have h2 : quad M c * (k - k₀) ^ 2 ≤ 0 := by nlinarith [h1]
  have h3 : (k - k₀) ^ 2 ≤ 0 := by
    by_contra h
    linarith [mul_pos hT (not_le.mp h)]
  have h4 : k - k₀ = 0 :=
    (pow_eq_zero_iff two_ne_zero).mp (le_antisymm h3 (sq_nonneg (k - k₀)))
  rw [eq_div_iff (by positivity)]
  linear_combination (2 * quad M c) * h4 - hVk

/-- A symmetric matrix with nonnegative quadratic form annihilates every vector on which
the form vanishes. -/
theorem mulVec_eq_zero_of_quad {A : Matrix n n ℝ} (hA : A.IsSymm)
    (hpos : ∀ x, 0 ≤ quad A x) {c : n → ℝ} (hc : quad A c = 0) : A *ᵥ c = 0 := by
  have expand : ∀ (t : ℝ) (d : n → ℝ),
      quad A (c + t • d) = quad A c + 2 * t * (d ⬝ᵥ A *ᵥ c) + t ^ 2 * quad A d := by
    intro t d
    have hs : c ⬝ᵥ A *ᵥ d = d ⬝ᵥ A *ᵥ c := by
      rw [Matrix.dotProduct_mulVec, ← Matrix.mulVec_transpose, hA.eq, dotProduct_comm]
    simp only [quad, Matrix.mulVec_add, Matrix.mulVec_smul, add_dotProduct, dotProduct_add,
      smul_dotProduct, dotProduct_smul, smul_eq_mul]
    rw [hs]
    ring
  -- vary `c` along the residual `A c`
  have hq := hpos (A *ᵥ c)
  obtain ⟨s, hs⟩ : ∃ s, (A *ᵥ c) ⬝ᵥ (A *ᵥ c) = s * (quad A (A *ᵥ c) + 1) :=
    ⟨(A *ᵥ c) ⬝ᵥ (A *ᵥ c) / (quad A (A *ᵥ c) + 1),
      (div_mul_cancel₀ _ (by positivity)).symm⟩
  have h1 := hpos (c + (-s) • (A *ᵥ c))
  rw [expand, hc, hs] at h1
  have h2 : s ^ 2 ≤ 0 := by nlinarith [mul_nonneg (sq_nonneg s) hq]
  have h3 : s = 0 := (pow_eq_zero_iff two_ne_zero).mp (le_antisymm h2 (sq_nonneg s))
  rw [h3, zero_mul] at hs
  exact dotProduct_self_eq_zero.mp hs

/-- If some trial function has `c·Lc > 0`, the scaled Hylleraas problem has a minimiser, and every
minimiser satisfies the secular equation, the optimal-scale condition and the virial theorem. -/
theorem hylleraas_variational {M L N : Matrix n n ℝ}
    (hMs : M.IsSymm) (hLs : L.IsSymm) (hNs : N.IsSymm)
    (hM : PosForm M) (hN : PosForm N) (hL : ∃ c, 0 < quad L c) :
    (∃ k c, IsMinimiser M L N k c) ∧
    ∀ k c, IsMinimiser M L N k c →
      (k ^ 2 • M - k • L) *ᵥ c = energy M L N k c • (N *ᵥ c) ∧
      k = quad L c / (2 * quad M c) ∧
      kinetic M N k c = -energy M L N k c := by
  refine ⟨exists_minimiser hM hN hL, fun k c h => ?_⟩
  have hscale := optimal_scale hM hN h
  obtain ⟨hk, hc, hmin⟩ := h
  refine ⟨?_, hscale, ?_⟩
  · have hform : ∀ x, quad (k ^ 2 • M - k • L - energy M L N k c • N) x
        = k ^ 2 * quad M x - k * quad L x - energy M L N k c * quad N x := by
      intro x
      simp only [quad, Matrix.sub_mulVec, Matrix.smul_mulVec, dotProduct_sub,
        dotProduct_smul, smul_eq_mul]
    have h0 : (k ^ 2 • M - k • L - energy M L N k c • N) *ᵥ c = 0 := by
      apply mulVec_eq_zero_of_quad (((hMs.smul _).sub (hLs.smul _)).sub (hNs.smul _))
      · intro x
        by_cases hx : x = 0
        · simp [hx, quad]
        · rw [hform]
          have h1 := (le_div_iff₀ (hN x hx)).mp (hmin k x hk hx)
          linarith
      · have h1 : energy M L N k c * quad N c = k ^ 2 * quad M c - k * quad L c :=
          div_mul_cancel₀ _ (hN c hc).ne'
        rw [hform, h1, sub_self]
    rw [Matrix.sub_mulVec, sub_eq_zero, Matrix.smul_mulVec (energy M L N k c)] at h0
    exact h0
  · -- at the optimal scale the Coulomb term is minus twice the kinetic term
    have hT := hM c hc
    have hV : quad L c = k * (2 * quad M c) := ((eq_div_iff (by positivity)).mp hscale).symm
    unfold kinetic energy
    rw [hV]
    ring

/-- The minimum is attained exactly when some trial function has `c·Lc > 0`. -/
theorem minimiser_iff {M L N : Matrix n n ℝ} (hM : PosForm M) (hN : PosForm N) :
    (∃ k c, IsMinimiser M L N k c) ↔ ∃ c, 0 < quad L c := by
  refine ⟨?_, exists_minimiser hM hN⟩
  rintro ⟨k, c, h⟩
  have hT := hM c h.2.1
  have hV := (eq_div_iff (by positivity)).mp (optimal_scale hM hN h)
  exact ⟨c, hV ▸ mul_pos h.1 (by positivity)⟩

/-- For one basis function with `M = N = 1` and `L = 2Z - 5/8`, where `Z > 5/16`, the minimum
lies at the scale `Z - 5/16` and equals `-(Z - 5/16)²`. -/
theorem single_exponential {Z : ℝ} (hZ : 5 / 16 < Z) :
    IsMinimiser !![1] !![2 * Z - 5 / 8] !![1] (Z - 5 / 16) (fun _ : Fin 1 => 1) ∧
    energy !![1] !![2 * Z - 5 / 8] !![1] (Z - 5 / 16) (fun _ : Fin 1 => 1)
      = -(Z - 5 / 16) ^ 2 := by
  have hq : ∀ (a : ℝ) (c : Fin 1 → ℝ), quad !![a] c = a * c 0 ^ 2 := by
    intro a c
    have h : quad !![a] c = c 0 * (a * c 0) := by
      simp [quad, Matrix.mulVec, dotProduct]
    rw [h]
    ring
  have he : ∀ (k : ℝ) (c : Fin 1 → ℝ), c ≠ 0 →
      energy !![1] !![2 * Z - 5 / 8] !![1] k c = k ^ 2 - k * (2 * Z - 5 / 8) := by
    intro k c hc
    have h0 : c 0 ≠ 0 := by
      intro h
      apply hc
      funext i
      rw [Subsingleton.elim i 0]
      exact h
    unfold energy
    rw [hq, hq, div_eq_iff (by simpa using h0)]
    ring
  have h1 : (fun _ : Fin 1 => (1 : ℝ)) ≠ 0 := fun h => one_ne_zero (congrFun h 0)
  refine ⟨⟨by linarith, h1, ?_⟩, ?_⟩
  · intro k' c' _ hc'
    rw [he _ _ h1, he _ _ hc']
    nlinarith [sq_nonneg (k' - (Z - 5 / 16))]
  · rw [he _ _ h1]
    ring

end

end HylleraasScaling
```

```lean
#print axioms HylleraasScaling.hylleraas_variational
#print axioms HylleraasScaling.minimiser_iff
#print axioms HylleraasScaling.single_exponential
```

```
'HylleraasScaling.hylleraas_variational' depends on axioms: [propext, Classical.choice, Quot.sound]
'HylleraasScaling.minimiser_iff' depends on axioms: [propext, Classical.choice, Quot.sound]
'HylleraasScaling.single_exponential' depends on axioms: [propext, Classical.choice, Quot.sound]
```

## How the proof follows the derivation

`energy_smul` is the independence from normalisation, and `energy_parabola` is the completed square, obtained by `field_simp` and `ring`. `exists_minimiser` combines them with the maximum of F and splits on the sign of V at the competing vector.

`optimal_scale` first clears the common denominator S. It then compares with k/2 to get V > 0, and with k₀ to force the square to vanish; `nlinarith` supplies the inequalities. `mulVec_eq_zero_of_quad` is the argument with r and s. The main theorem applies it to A and gets the virial identity by substituting V = 2kT. Symmetry is needed only for the secular equation.

`minimiser_iff` adds the converse: a minimiser exists only if some c has V > 0. `single_exponential` treats one function with M = N = 1 and L = 2Z − 5/8, the values for two electrons in the same 1s exponential e^(−r) at unit scale. Here M = 1 is the kinetic energy, 1/2 for each electron, N = 1 says that the function is normalised, 2Z comes from nuclear attraction and 5/8 from the mutual repulsion. These numbers are inputs. For Z > 5/16 the minimum lies at k = Z − 5/16 and equals −(Z − 5/16)².

## Compactness and the signed quotient

Existence turns on Mathlib's `IsCompact.exists_isMaxOn`, called through `isCompact_sphere`. Given a nonempty compact set and a function continuous on it, it returns a point of the set where the function is largest. The norm on `n → ℝ` is the maximum norm, so this "sphere" is the surface of a cube; the argument needs only that it is compact, that it omits the zero vector and that every nonzero vector can be scaled onto it.

The factor |V| matters. With V² in its place, the maximum could fall on a strongly repulsive vector, for which V/(2T) is negative and not an admissible scale.

## The infimum as an alternative

The lowest energy of the expansion could have been defined as the infimum of E over all admissible pairs. Once E is known to be bounded below, that gives a number without a proof that it is attained, but no coefficients for the secular equation to act on. For a nonempty basis without net attraction the infimum is 0, approached as k → 0 and never attained. The predicate `IsMinimiser` keeps that case apart from a true minimum.
